# Integrating a nonnegative function over the positive half-line from the limits of its primitive

Let `F` be a real function with derivative `f t` at every `t > 0`, where `f` is nonnegative, and suppose that `F` tends to finite limits `L` as `t` falls to 0 and `M` as `t` goes to infinity. The lemma says that `f` is then integrable on the open half-line `t > 0`, with integral `M - L`; in physical terms, a quantity that never decreases has a total change equal to the integral of its rate. Nothing is assumed about the value of `F` at 0 itself, and the statement involves no particular physical system. The proof resets that value to `L`, which makes the function continuous from the right at 0, and then applies Mathlib's theorems on integrating a nonnegative derivative over a half-line.

The failing Lean file:

```lean
import Mathlib

open Filter Set MeasureTheory Topology Real

namespace FreeParticleGreen

noncomputable section

/-- A nonnegative function on `t > 0` whose primitive has limits `L` at `0` and `M` at
infinity is integrable, with integral `M - L`. -/
theorem integral_of_primitive {F f : ℝ → ℝ} {L M : ℝ}
    (hF : ∀ t ∈ Ioi (0 : ℝ), HasDerivAt F (f t) t) (hf : ∀ t ∈ Ioi (0 : ℝ), 0 ≤ f t)
    (h0 : Tendsto F (𝓝[>] 0) (𝓝 L)) (hM : Tendsto F atTop (𝓝 M)) :
    IntegrableOn f (Ioi 0) ∧ ∫ t in Ioi (0 : ℝ), f t = M - L := by
  -- give the primitive its limiting value at the origin
  have hc : ContinuousWithinAt (Function.update F 0 L) (Ici 0) 0 := by
    rw [continuousWithinAt_update_same, Ici_diff_left]
    exact h0
  have hd : ∀ t ∈ Ioi (0 : ℝ), HasDerivAt (Function.update F 0 L) (f t) t := by
    intro t ht
    refine (hF t ht).congr_of_eventuallyEq ?_
    filter_upwards [Ioi_mem_nhds (mem_Ioi.1 ht)] with x hx
    exact Function.update_of_ne (mem_Ioi.1 hx).ne' _ _
  have hi : Tendsto (Function.update F 0 L) atTop (𝓝 M) := by
    refine hM.congr' ?_
    filter_upwards [eventually_gt_atTop (0 : ℝ)] with x hx
    exact (Function.update_of_ne hx.ne' _ _).symm
  refine ⟨integrableOn_Ioi_deriv_of_nonneg hc hd hf hi, ?_⟩
  rw [integral_Ioi_of_hasDerivAt_of_nonneg hc hd hf hi, Function.update_self]

end

end FreeParticleGreen
```

Lean reports:

```
Main.lean:17:40: error(lean.unknownIdentifier): Unknown identifier `Ici_diff_left`
```

Fix (accepted with no message):

```diff
@@ -15,6 +15,7 @@
   -- give the primitive its limiting value at the origin
   have hc : ContinuousWithinAt (Function.update F 0 L) (Ici 0) 0 := by
-    rw [continuousWithinAt_update_same, Ici_diff_left]
-    exact h0
+    rw [continuousWithinAt_update_same]
+    refine h0.mono_left (nhdsWithin_mono _ fun x hx => ?_)
+    exact mem_Ioi.2 (lt_of_le_of_ne (mem_Ici.1 hx.1) fun h => hx.2 h.symm)
   have hd : ∀ t ∈ Ioi (0 : ℝ), HasDerivAt (Function.update F 0 L) (f t) t := by
     intro t ht
```

What went wrong. The message means that Lean found no declaration called `Ici_diff_left`, either under that bare name or in the opened namespaces. The name was meant to supply the second rewrite in the proof of `hc`. The first, `continuousWithinAt_update_same`, turns continuity of the updated function into a limit of `F` at 0 within `Ici 0 \ {0}`, the closed half-line with its endpoint removed. The hypothesis `h0` gives the limit within `Ioi 0`, the open half-line. These are the same set, but written differently, and the missing lemma was to turn one into the other.

The repair keeps the first rewrite and does without the equality of sets. An inclusion is enough, since a limit within a set also holds within any subset: `nhdsWithin_mono` and `h0.mono_left` reduce the goal to showing that each `x` in `Ici 0 \ {0}` lies in `Ioi 0`. The last new line proves this from `0 ≤ x` and `x ≠ 0`, which together give `0 < x`.
